# At fixed density, the gradient correction in SCAN's α = 1 correlation energy cancels the uniform-gas part up to a t^(−1/2) tail

SCAN's correlation energy has a component that is used where the orbital indicator $\alpha$ equals 1. For a spin-unpolarised density, the gradient correction $H$ in this component is treated here as a function of one real variable, the squared reduced density gradient $y=t^2$, while the uniform-gas correlation energy per electron $\varepsilon<0$ and the two parameters $\gamma,\beta>0$ are held fixed. In this one-variable model $H$ starts from zero with slope $\beta$, and $\varepsilon+H$ stays negative and decays as $t^{-1/2}$.

```lean
import Mathlib

open Filter Topology

namespace ScanCorrelationGradient

noncomputable section

/-- The factor `w = exp(-ε/γ) - 1` built from the uniform-gas correlation energy `ε`,
for `γ ≠ 0`. -/
def w (γ ε : ℝ) : ℝ := Real.exp (-ε / γ) - 1

/-- The coefficient `A = β/(γ w)` of the squared reduced gradient, for `γ ≠ 0` and `ε ≠ 0`. -/
def A (γ β ε : ℝ) : ℝ := β / (γ * w γ ε)

/-- The damping function `g(y) = (1 + 4 a y)^(-1/4)`, for `1 + 4 a y > 0`. -/
def damping (a y : ℝ) : ℝ := (1 + 4 * a * y) ^ (-(1 / 4) : ℝ)

/-- The SCAN gradient correction `H(y) = γ ln(1 + w (1 - g(y)))` as a function of the squared
reduced gradient `y = t²`, for `γ > 0`, `β > 0`, `ε < 0` and `y ≥ 0`. -/
def H (γ β ε y : ℝ) : ℝ :=
  γ * Real.log (1 + w γ ε * (1 - damping (A γ β ε) y))

/-- For `γ > 0`, the factor `w` is positive when the uniform-gas correlation energy is negative. -/
theorem w_pos {γ ε : ℝ} (hγ : 0 < γ) (hε : ε < 0) : 0 < w γ ε := by
  have h : 0 < -ε / γ := div_pos (by linarith) hγ
  have h2 := Real.add_one_le_exp (-ε / γ)
  unfold w
  linarith

/-- For `a > 0` and `y ≥ 0` the damping function lies in the interval `(0, 1]`. -/
theorem damping_bounds {a y : ℝ} (ha : 0 < a) (hy : 0 ≤ y) :
    0 < damping a y ∧ damping a y ≤ 1 := by
  have h : 0 ≤ 4 * a * y := by positivity
  exact ⟨Real.rpow_pos_of_pos (by linarith) _,
    Real.rpow_le_one_of_one_le_of_nonpos (by linarith) (by norm_num)⟩

/-- The gradient correction vanishes at zero gradient, and its slope there with respect to
`y = t²` is `β`. -/
theorem H_small_gradient {γ β ε : ℝ} (hγ : 0 < γ) (hε : ε < 0) :
    H γ β ε 0 = 0 ∧ HasDerivAt (H γ β ε) β 0 := by
  have hw := (w_pos hγ hε).ne'
  have hg0 : damping (A γ β ε) 0 = 1 := by simp [damping]
  have hA : γ * (w γ ε * A γ β ε) = β := by
    unfold A
    field_simp
  refine ⟨by simp [H, hg0], ?_⟩
  -- the damping function has slope `-A` at the origin
  have h2 : HasDerivAt (damping (A γ β ε)) (-A γ β ε) 0 := by
    have h1 := ((hasDerivAt_id' (0 : ℝ)).const_mul (4 * A γ β ε)).const_add 1
    have h := h1.rpow_const (p := (-(1 / 4) : ℝ)) (Or.inl (by simp))
    refine h.congr_deriv ?_
    simp only [mul_zero, add_zero, Real.one_rpow]
    ring
  have h3 := ((h2.const_sub 1).const_mul (w γ ε)).const_add 1
  have h5 : HasDerivAt (H γ β ε)
      (γ * (w γ ε * -(-A γ β ε) / (1 + w γ ε * (1 - damping (A γ β ε) 0)))) 0 :=
    (h3.log (by simp [hg0])).const_mul γ
  refine h5.congr_deriv ?_
  rw [hg0, sub_self, mul_zero, add_zero, div_one, neg_neg, hA]

/-- The gradient correction increases strictly with the squared reduced gradient. -/
theorem H_strictMonoOn {γ β ε : ℝ} (hγ : 0 < γ) (hβ : 0 < β) (hε : ε < 0) :
    StrictMonoOn (H γ β ε) (Set.Ici 0) := by
  intro x hx y _ hxy
  have hx0 : 0 ≤ x := hx
  have hw := w_pos hγ hε
  have hA : 0 < A γ β ε := div_pos hβ (mul_pos hγ hw)
  have hg : damping (A γ β ε) y < damping (A γ β ε) x := by
    unfold damping
    exact Real.rpow_lt_rpow_of_neg (by positivity) (by nlinarith) (by norm_num)
  have h1 : 0 ≤ w γ ε * (1 - damping (A γ β ε) x) :=
    mul_nonneg hw.le (by linarith [(damping_bounds hA hx0).2])
  have h2 := mul_pos hw (sub_pos.mpr hg)
  exact mul_lt_mul_of_pos_left (Real.log_lt_log (by linarith) (by linarith)) hγ

/-- The total correlation energy per electron is a single logarithm,
`ε + H = γ ln(1 - w g/(1 + w))`. -/
theorem total_eq {γ β ε y : ℝ} (hγ : 0 < γ) (hβ : 0 < β) (hε : ε < 0) (hy : 0 ≤ y) :
    ε + H γ β ε y =
      γ * Real.log (1 - w γ ε / (1 + w γ ε) * damping (A γ β ε) y) := by
  have hw := w_pos hγ hε
  have hA : 0 < A γ β ε := div_pos hβ (mul_pos hγ hw)
  have hg := (damping_bounds hA hy).2
  have h1 : 1 + w γ ε ≠ 0 := by linarith
  have h2 : 1 + w γ ε * (1 - damping (A γ β ε) y) ≠ 0 := by
    have := mul_nonneg hw.le (sub_nonneg.mpr hg)
    linarith
  -- the uniform-gas energy is itself a logarithm of `1 + w`
  have hlog : γ * Real.log (1 + w γ ε) = -ε := by
    unfold w
    rw [add_sub_cancel, Real.log_exp]
    field_simp
  have hq : 1 - w γ ε / (1 + w γ ε) * damping (A γ β ε) y =
      (1 + w γ ε * (1 - damping (A γ β ε) y)) / (1 + w γ ε) := by
    have h := div_mul_cancel₀ (w γ ε) h1
    rw [eq_div_iff h1]
    linear_combination (-damping (A γ β ε) y) * h
  rw [hq, Real.log_div h2 h1]
  unfold H
  linear_combination hlog

/-- At every gradient the total correlation energy per electron is at most
`-γ w g/(1 + w)`, and it is strictly negative. -/
theorem total_neg {γ β ε y : ℝ} (hγ : 0 < γ) (hβ : 0 < β) (hε : ε < 0) (hy : 0 ≤ y) :
    ε + H γ β ε y ≤ -(γ * (w γ ε / (1 + w γ ε) * damping (A γ β ε) y)) ∧
      ε + H γ β ε y < 0 := by
  have hw := w_pos hγ hε
  have hA : 0 < A γ β ε := div_pos hβ (mul_pos hγ hw)
  obtain ⟨hg0, hg1⟩ := damping_bounds hA hy
  have hq : 0 < w γ ε / (1 + w γ ε) := by positivity
  have hq1 : w γ ε / (1 + w γ ε) < 1 := by
    rw [div_lt_one (by linarith)]
    linarith
  have hqg := mul_le_of_le_one_right hq.le hg1
  -- the elementary bound `ln x ≤ x - 1`
  have hl := mul_le_mul_of_nonneg_left (Real.log_le_sub_one_of_pos
    (show 0 < 1 - w γ ε / (1 + w γ ε) * damping (A γ β ε) y by linarith)) hγ.le
  have hpos := mul_pos hγ (mul_pos hq hg0)
  rw [total_eq hγ hβ hε hy]
  constructor <;> linarith

/-- For `a > 0` and at large reduced gradient `t`, the damping function satisfies `t^(1/2) g(t²) →
(4 a)^(-1/4)`. -/
theorem damping_tail {a : ℝ} (ha : 0 < a) :
    Tendsto (fun t : ℝ => t ^ (1 / 2 : ℝ) * damping a (t ^ 2)) atTop
      (𝓝 ((4 * a) ^ (-(1 / 4) : ℝ))) := by
  have hsq : Tendsto (fun t : ℝ => t ^ 2) atTop atTop := tendsto_pow_atTop two_ne_zero
  have h1 : Tendsto (fun t : ℝ => (t ^ 2)⁻¹ + 4 * a) atTop (𝓝 (4 * a)) := by
    have h := (tendsto_inv_atTop_zero.comp hsq).add_const (4 * a)
    rw [zero_add] at h
    exact h
  have h2 := h1.rpow_const (p := (-(1 / 4) : ℝ)) (Or.inl (by positivity))
  refine h2.congr' ?_
  filter_upwards [eventually_gt_atTop (0 : ℝ)] with t ht
  -- take the factor `t²` out of the damping function
  have hf : 1 + 4 * a * t ^ 2 = t ^ 2 * ((t ^ 2)⁻¹ + 4 * a) := by
    have h := mul_inv_cancel₀ (pow_pos ht 2).ne'
    linear_combination -h
  have hp : (t ^ 2) ^ (-(1 / 4) : ℝ) = t ^ (-(1 / 2) : ℝ) := by
    rw [← Real.rpow_natCast t 2, ← Real.rpow_mul ht.le]
    norm_num
  have hc : t ^ (1 / 2 : ℝ) * t ^ (-(1 / 2) : ℝ) = 1 := by
    rw [← Real.rpow_add ht, add_neg_cancel, Real.rpow_zero]
  unfold damping
  rw [hf, Real.mul_rpow (by positivity) (by positivity), hp, ← mul_assoc, hc, one_mul]

/-- At large reduced gradient `t`, the total correlation energy per electron multiplied by
`t^(1/2)` tends to `-γ w (4A)^(-1/4)/(1 + w)`. -/
theorem total_tail {γ β ε : ℝ} (hγ : 0 < γ) (hβ : 0 < β) (hε : ε < 0) :
    Tendsto (fun t : ℝ => t ^ (1 / 2 : ℝ) * (ε + H γ β ε (t ^ 2))) atTop
      (𝓝 (-γ * w γ ε * (4 * A γ β ε) ^ (-(1 / 4) : ℝ) / (1 + w γ ε))) := by
  have hA : 0 < A γ β ε := div_pos hβ (mul_pos hγ (w_pos hγ hε))
  have hsq : Tendsto (fun t : ℝ => t ^ 2) atTop atTop := tendsto_pow_atTop two_ne_zero
  have hg : Tendsto (fun t : ℝ => damping (A γ β ε) (t ^ 2)) atTop (𝓝 0) :=
    (tendsto_rpow_neg_atTop (show (0 : ℝ) < 1 / 4 by norm_num)).comp
      (tendsto_atTop_add_const_left atTop 1
        (hsq.const_mul_atTop (show 0 < 4 * A γ β ε by positivity)))
  have hne : ∀ t : ℝ, damping (A γ β ε) (t ^ 2) ≠ 0 :=
    fun t => (damping_bounds hA (sq_nonneg t)).1.ne'
  -- linearise the logarithm at vanishing damping function
  have hd : HasDerivAt (fun x : ℝ => Real.log (1 - w γ ε / (1 + w γ ε) * x))
      (-(w γ ε / (1 + w γ ε))) 0 := by
    have h := ((hasDerivAt_id' (0 : ℝ)).const_mul (w γ ε / (1 + w γ ε))).const_sub 1
    exact (h.log (by simp)).congr_deriv (by simp)
  have hs := (hasDerivAt_iff_tendsto_slope.mp hd).comp
    (tendsto_nhdsWithin_iff.mpr ⟨hg, Eventually.of_forall hne⟩)
  have hlim := ((damping_tail hA).const_mul γ).mul hs
  have hconst : γ * (4 * A γ β ε) ^ (-(1 / 4) : ℝ) * -(w γ ε / (1 + w γ ε)) =
      -γ * w γ ε * (4 * A γ β ε) ^ (-(1 / 4) : ℝ) / (1 + w γ ε) := by ring
  rw [hconst] at hlim
  have key : ∀ s g L : ℝ, g ≠ 0 → γ * (s * g) * (L / g) = s * (γ * L) := by
    intro s g L h
    field_simp
  refine hlim.congr fun t => ?_
  rw [total_eq hγ hβ hε (sq_nonneg t), Function.comp_apply, slope_def_field]
  simp only [mul_zero, sub_zero, Real.log_one]
  exact key _ _ _ (hne t)

end

end ScanCorrelationGradient
```

## The functions and the five statements about them

The file defines four real functions. In ordinary notation they are

$$w=e^{-\varepsilon/\gamma}-1,\qquad A=\frac{\beta}{\gamma w},\qquad g(y)=(1+4Ay)^{-1/4},\qquad H(y)=\gamma\ln\bigl(1+w(1-g(y))\bigr).$$

In Lean, `w` takes the arguments `γ ε`, and `A` takes `γ β ε`. The function $g$ is `damping (A γ β ε)`, where `damping` is defined for a general coefficient `a`. The last argument of `H` is $y$, not $t$, so statements about large $t$ contain `H γ β ε (t ^ 2)`.

The main theorems say the following.

- `H_small_gradient`: $H(0)=0$, and $H$ has derivative $\beta$ at $0$. The derivative is taken with respect to $y=t^2$, so for small $t$ the correction is $\beta t^2$ to leading order. This theorem assumes $\gamma>0$ and $\varepsilon<0$ but puts no sign condition on $\beta$; the other four assume $\beta>0$ as well.
- `H_strictMonoOn`: $H$ is strictly increasing on $y\ge 0$, which Lean writes as `Set.Ici 0`.
- `total_eq`: for $y\ge0$, the sum $\varepsilon+H(y)$ is a single logarithm, $\gamma\ln\bigl(1-\tfrac{w}{1+w}\,g(y)\bigr)$.
- `total_neg`: for $y\ge 0$, $\varepsilon+H(y)\le-\gamma\,\tfrac{w}{1+w}\,g(y)$, and $\varepsilon+H(y)<0$.
- `total_tail`: as $t\to\infty$,

$$t^{1/2}\bigl(\varepsilon+H(t^2)\bigr)\to-\frac{\gamma w\,(4A)^{-1/4}}{1+w}.$$

In the last statement, `Tendsto … atTop (𝓝 …)` is the usual limit as $t$ grows without bound.

## What the symbols stand for in SCAN

The reduced gradient $t$ is dimensionless: it measures how fast the density varies on the scale of the Thomas–Fermi screening length. The parameter $\beta$ is the coefficient of the second-order gradient expansion of the correlation energy, and PBE has the same relation between $\beta$ and the slope at small $t$. The parameter $\gamma$ sets the energy scale of the logarithm; in the functional it comes from the logarithmic divergence of the uniform-gas correlation energy at high density. The condition $\varepsilon<0$ says that correlation lowers the energy of the uniform gas.

The sum $\varepsilon+H$ is one component of SCAN correlation, the one used where the orbital indicator $\alpha$ equals 1, written here for a spin-unpolarised density. The interpolation in $\alpha$ and the single-orbital component are not modelled.

The limit is taken at fixed density. In the outer region of an atom $t$ grows while the density falls, so $\varepsilon$ changes along the way, and in SCAN $\beta$ does too; the theorem does not describe that path. The statements also concern the energy per electron at a point, not its integral over space.

In a numerical implementation of this one component, the single-logarithm form avoids the cancellation between $\varepsilon$ and $H$ at large $t$, provided that the logarithm is evaluated with a routine for $\ln(1+x)$ that stays accurate at small $x$.

## Signs and the slope at zero gradient

Since $-\varepsilon/\gamma>0$ and $e^x\ge 1+x$, we have $w\ge-\varepsilon/\gamma>0$. This is `w_pos`. With $\beta>0$ it follows that $A>0$. For $y\ge0$ the base $1+4Ay$ is at least 1, so its power $-1/4$ lies in $(0,1]$, which is `damping_bounds`.

At $y=0$ we have $g(0)=1$, hence $H(0)=\gamma\ln 1=0$. Differentiation gives

$$g'(y)=-A(1+4Ay)^{-5/4},\qquad g'(0)=-A,$$

$$H'(y)=\gamma\,\frac{-w\,g'(y)}{1+w(1-g(y))},\qquad H'(0)=\gamma wA=\beta.$$

The factor 4 inside $g$ compensates the exponent $1/4$, and the definition of $A$ does the rest.

The proof of `H_small_gradient` builds this derivative from the inside out. The step `h2` is $g'(0)=-A$, `h3` is the derivative of $1+w(1-g)$, and `h5` applies the logarithm and the factor $\gamma$. Lean produces each derivative in the raw form given by the chain rule; inside `h2` and in the final step, `congr_deriv` exchanges that form for the simplified value. The identity $\gamma wA=\beta$ is `hA`.

For monotonicity, take $0\le x<y$. Then $1+4Ax<1+4Ay$, and a negative power reverses the order, so $g(y)<g(x)$. Therefore $1+w(1-g)$ is larger at $y$ than at $x$. It is at least 1 at both points, so the logarithm preserves the strict inequality. `H_strictMonoOn` follows the same order, with `Real.rpow_lt_rpow_of_neg` for the power and `Real.log_lt_log` for the logarithm.

## Two logarithms become one

The definition of $w$ means $1+w=e^{-\varepsilon/\gamma}$, so the uniform-gas energy is itself a logarithm: $\varepsilon=-\gamma\ln(1+w)$. Write $q=w/(1+w)$. Then

$$\varepsilon+H=\gamma\ln\frac{1+w(1-g)}{1+w}=\gamma\ln\frac{1+w-wg}{1+w}=\gamma\ln(1-qg).$$

In `total_eq`, the step `hlog` is the formula for $\varepsilon$, `hq` is the algebra inside the logarithm, and `Real.log_div` splits the logarithm of the quotient. That last lemma needs a nonzero numerator and denominator, which `h2` and `h1` supply.

Negativity is now visible. Because $0<q<1$ and $0<g\le1$, the argument $1-qg$ lies strictly between 0 and 1. The inequality $\ln x\le x-1$ gives

$$\varepsilon+H\le-\gamma qg<0.$$

`total_neg` uses exactly this inequality, under the name `Real.log_le_sub_one_of_pos`, and then reads off both conclusions with `linarith`.

## The coefficient of the tail

For $t>0$, take $t^2$ out of the base of the damping function:

$$1+4At^2=t^2\,(t^{-2}+4A),\qquad g(t^2)=t^{-1/2}\,(t^{-2}+4A)^{-1/4}.$$

Hence

$$t^{1/2}g(t^2)=(t^{-2}+4A)^{-1/4}\to(4A)^{-1/4}.$$

This is `damping_tail`. Lean first proves the limit of the right-hand side and then transfers it to the left-hand side with `congr'`, which needs the two to agree only for large $t$. The `filter_upwards` line restricts attention to $t>0$, where the rules for real powers apply.

The logarithm still has to be linearised. The function $x\mapsto\ln(1-qx)$ vanishes at $0$ and has derivative $-q$ there, so

$$\frac{\ln(1-qx)}{x}\to-q\qquad(x\to0,\ x\ne0).$$

Since $g(t^2)\to0$ and $g(t^2)$ is never zero, we may put $x=g(t^2)$. Then

$$t^{1/2}\bigl(\varepsilon+H(t^2)\bigr)=\gamma\cdot t^{1/2}g(t^2)\cdot\frac{\ln\bigl(1-q\,g(t^2)\bigr)}{g(t^2)}\to-\gamma q\,(4A)^{-1/4},$$

which is the stated coefficient, as $q=w/(1+w)$.

In `total_tail`, `hg` is the limit $g\to0$, `hne` says that $g\ne0$, and `hd` is the derivative of the logarithm. The lemma `hasDerivAt_iff_tendsto_slope` turns that derivative into the limit of a difference quotient, and `hs` evaluates the quotient along $g(t^2)$. The product of the two limits is `hlim`. The small identity `key` cancels the factor $g$, which brings the product back to $t^{1/2}(\varepsilon+H)$.

## Without a positive β, and with PBE's damping function

Suppose that $\beta>0$ is given up, and take $\gamma=1$, $\varepsilon=-1$, $\beta=0$. Then $A=0$, $g=1$ and $H=0$ for every $y$. The slope at zero is still $\beta$, but $H$ is no longer strictly increasing, and $t^{1/2}(\varepsilon+H(t^2))=-t^{1/2}$ has no finite limit. With no gradient term at the start, nothing cancels the uniform-gas energy later.

The same argument covers PBE, for which I give only the derivation by hand. With $\gamma$, $\beta$, $w$ and $A$ related as above, the PBE correction for an unpolarised density is

$$H_{\mathrm{PBE}}(y)=\gamma\ln\Bigl(1+\frac{\beta}{\gamma}\,y\,\frac{1+Ay}{1+Ay+A^2y^2}\Bigr).$$

Because $\beta/\gamma=wA$, this equals $\gamma\ln\bigl(1+w(1-g_{\mathrm{PBE}}(y))\bigr)$ with

$$g_{\mathrm{PBE}}(y)=\frac{1}{1+Ay+A^2y^2}.$$

This function also starts at 1 with slope $-A$ and lies in $(0,1]$ for $y\ge0$, so the slope $\beta$, the single logarithm and the negative sign follow as before. The tail is different. Here $t^4g_{\mathrm{PBE}}(t^2)\to A^{-2}$, and therefore

$$t^4\bigl(\varepsilon+H_{\mathrm{PBE}}(t^2)\bigr)\to-\frac{\gamma w}{(1+w)A^2}.$$

At fixed density and with the same $\beta$ in both, then, the two corrections agree to first order in $t^2$, while the remaining correlation energy decays as $t^{-4}$ in the PBE form and as $t^{-1/2}$ in this component of SCAN. In the functionals themselves $\beta$ is a constant in PBE and depends on the density in SCAN, so their slopes at zero gradient are in general different.

```lean
#print axioms ScanCorrelationGradient.H_small_gradient
#print axioms ScanCorrelationGradient.H_strictMonoOn
#print axioms ScanCorrelationGradient.total_neg
#print axioms ScanCorrelationGradient.total_tail
```

```
'ScanCorrelationGradient.H_small_gradient' depends on axioms: [propext, Classical.choice, Quot.sound]
'ScanCorrelationGradient.H_strictMonoOn' depends on axioms: [propext, Classical.choice, Quot.sound]
'ScanCorrelationGradient.total_neg' depends on axioms: [propext, Classical.choice, Quot.sound]
'ScanCorrelationGradient.total_tail' depends on axioms: [propext, Classical.choice, Quot.sound]
```
